# An energy curve in the first n powers of V^(-2/3) is forced to have zero coefficients by vanishing at all data exactly when the data include at least n distinct volumes

The model energy at volume V is a linear combination of the n functions V^(-2k/3), k = 0, …, n − 1, with real coefficients. For a finite family of positive volumes, repeats allowed, `identifiable_iff` states that the zero vector is the only coefficient vector whose energy vanishes at every listed volume if and only if at least n of the volumes are distinct. In the forward direction, the attempt shows that evaluation at the distinct volumes is an injective linear map and compares dimensions. In the converse, it picks n distinct volumes and uses a Vandermonde argument, since the basis functions are successive powers of V^(-2/3).

In Lean, a first try:

```lean
import Mathlib

open Matrix

namespace IdentifiableIff

noncomputable section

variable {ι : Type*} [Fintype ι] {n : ℕ}

/-- The `k`-th basis function `V^(-2k/3)` of the fit, for positive volume `V`. -/
def volumePower (k : ℕ) (v : ℝ) : ℝ := v ^ (-(2 * (k : ℝ) / 3))

/-- The model energy at volume `v`: a linear combination of the first `n` volume powers
with coefficients `p`, for positive `v`. -/
def energy (p : Fin n → ℝ) (v : ℝ) : ℝ := ∑ k : Fin n, p k * volumePower k v

/-- At positive volume the `k`-th basis function is the `k`-th power of `V^(-2/3)`. -/
theorem volumePower_eq_pow {v : ℝ} (hv : 0 < v) (k : ℕ) :
    volumePower k v = (v ^ (-(2 / 3) : ℝ)) ^ k := by
  rw [volumePower, ← Real.rpow_natCast, ← Real.rpow_mul hv.le]
  congr 1
  ring

/-- For positive volumes, the zero vector is the only coefficient vector whose model energy
vanishes at all data if and only if at least `n` distinct volumes occur. -/
theorem identifiable_iff {V : ι → ℝ} (hV : ∀ i, 0 < V i) :
    (∀ q : Fin n → ℝ, (∀ i, energy q (V i) = 0) → q = 0) ↔
      n ≤ (Finset.univ.image V).card := by
  constructor
  · intro h
    -- evaluation at the distinct volumes is an injective linear map
    let M : Matrix (Finset.univ.image V) (Fin n) ℝ := Matrix.of fun s k => volumePower k s
    have inj : Function.Injective M.mulVecLin := by
      rw [← LinearMap.ker_eq_bot, LinearMap.ker_eq_bot']
      intro q hq
      apply h
      intro i
      have hi := congrFun hq ⟨V i, Finset.mem_image_of_mem V (Finset.mem_univ i)⟩
      simpa [M, energy, Matrix.mulVec, dotProduct, mul_comm] using hi
    have hle := LinearMap.finrank_le_finrank_of_injective inj
    simpa only [Module.finrank_fintype_fun_eq_card, Fintype.card_fin, Fintype.card_coe]
      using hle
  · intro hn q hq
    -- choose `n` distinct volumes and use the Vandermonde determinant
    obtain ⟨t, ht, hc⟩ := Finset.exists_subset_card_eq hn
    have hmem : ∀ j, ∃ i, V i = t.orderEmbOfFin hc j := fun j => by
      obtain ⟨i, _, hi⟩ := Finset.mem_image.mp (ht (Finset.orderEmbOfFin_mem t hc j))
      exact ⟨i, hi⟩
    have hpos : ∀ j, 0 < t.orderEmbOfFin hc j := fun j => by
      obtain ⟨i, hi⟩ := hmem j
      rw [← hi]
      exact hV i
    have hf : Function.Injective
        (fun j : Fin n => (t.orderEmbOfFin hc j : ℝ) ^ (-(2 / 3) : ℝ)) := by
      intro j l hjl
      have h0 : (-(2 / 3) : ℝ) ≠ 0 := by norm_num
      exact (t.orderEmbOfFin hc).injective
        (Real.rpow_left_injOn h0 (hpos j).le (hpos l).le hjl)
    apply Matrix.eq_zero_of_forall_index_sum_pow_mul_eq_zero hf
    intro j
    obtain ⟨i, hi⟩ := hmem j
    have h0 := hq i
    simp only [energy, volumePower_eq_pow (hV i), hi] at h0
    simpa only [mul_comm] using h0

end

end IdentifiableIff
```

The error:

```
Main.lean:65:4: error: Type mismatch: After simplification, term
  h0
 has type
  ∑ x, q x * volumePower (↑x) ((t.orderEmbOfFin hc) j) = 0
but is expected to have type
  ∑ x, q x * ((t.orderEmbOfFin hc) j ^ (-(2 / 3))) ^ ↑x = 0
Main.lean:64:23: warning: This simp argument is unused:
  volumePower_eq_pow (hV i)

Hint: Omit it from the simp argument list.
  [apply] simp only [energy, hi] at h0

Note: This linter can be disabled with `set_option linter.unusedSimpArgs false`
```

The error says that `h0` still contains `volumePower` where the goal has explicit powers. The warning gives the reason: `volumePower_eq_pow (hV i)` was never used.

That lemma, with `hV i` as its argument, rewrites only terms of the form `volumePower k (V i)`. But `simp only` simplifies the argument of a function before it tries to rewrite the application itself, so `hi` first turns `V i` into `t.orderEmbOfFin hc j`. The lemma's left side then no longer matches, and the closing `simpa only [mul_comm]` has no rule to unfold `volumePower`.

The repair supplies `hpos j`, the positivity of `t.orderEmbOfFin hc j`, instead of `hV i`. The lemma now speaks of the volume as it stands after `hi` has acted, so it turns each `volumePower` into the power the goal expects. Moving `hi` ahead of the lemma in the list is mere tidying.

As a diff, the version that Lean accepts:

```diff
@@ -62,5 +62,5 @@
     obtain ⟨i, hi⟩ := hmem j
     have h0 := hq i
-    simp only [energy, volumePower_eq_pow (hV i), hi] at h0
+    simp only [energy, hi, volumePower_eq_pow (hpos j)] at h0
     simpa only [mul_comm] using h0
 
```
